# Classical unit spins with every site in two simplices: for J > 0 the exchange energy is −JN exactly when every simplex has zero total spin

The spins are classical vectors of length 1 on N sites. Every pair of sites in a simplex contributes J S_i·S_j to the energy, so J > 0 is antiferromagnetic. The lattice is represented here by a finite list of finite sets of sites, one set for each simplex. There are no positions and no lattice vectors. Kagome and pyrochlore enter through two numbers only: how many simplices contain a site (two), and how many sites a simplex has (three or four). A finite cluster with periodic boundaries fits this description, while one with open edges does not, because its edge sites belong to a single simplex.

## Sites, simplices and energy

```lean
import Mathlib

open Finset

namespace CornerSharingMagnet

noncomputable section

variable {V T C E : Type*} [Fintype V] [DecidableEq V] [Fintype T]
  [NormedAddCommGroup E] [InnerProductSpace ℝ E]
```

The `variable` line names the ingredients. `V` is the finite set of sites, `T` labels the simplices, `C` will label colours, and `E` is the space in which the spins live. `E` may be any real inner product space, so R^n is included for every n. Write N for the number of sites, `Fintype.card V`, and M for the number of simplices, `Fintype.card T`.

```lean
/-- Every site belongs to exactly two of the simplices `cell t`. -/
def TwoCells (cell : T → Finset V) : Prop :=
  ∀ i, (univ.filter fun t => i ∈ cell t).card = 2
```

The function `cell` sends a label t to the set of sites of simplex t. `TwoCells cell` says that for every site i, the number of labels t with i in `cell t` is 2. Two simplices are allowed to share more than one site; a pair of sites that lies in both then interacts twice.

```lean
/-- The total spin `L` of a set of sites. -/
def totalSpin (s : Finset V) (S : V → E) : E := ∑ i ∈ s, S i
```

A spin configuration is a function `S : V → E`, one vector per site. For simplex t, `totalSpin (cell t) S` is

L_t = Σ_{i∈t} S_i.

```lean
/-- The exchange energy: every pair of distinct sites in a simplex contributes `J S_i · S_j`.
The sum runs over ordered pairs, hence the factor one half. -/
def energy (J : ℝ) (cell : T → Finset V) (S : V → E) : ℝ :=
  J / 2 * ∑ t, ∑ i ∈ cell t, ∑ j ∈ (cell t).erase i, inner ℝ (S i) (S j)
```

In ordinary notation, where E now stands for the energy and no longer for the space `E` of the spins,

E = (J/2) Σ_t Σ_{i∈t} Σ_{j∈t, j≠i} S_i·S_j.

The expression `(cell t).erase i` is the simplex with site i removed. Each pair appears as (i, j) and as (j, i), and the factor 1/2 makes it count once, with weight J. Positive J is antiferromagnetic. Single-site anisotropy, a field and couplings beyond the simplices are absent, and the spins are classical.

```lean
/-- The Maxwell count for `N` unit spins in `n` dimensions and `M` simplices:
`N (n - 1)` angles minus the `n M` components of the conditions `L = 0`. -/
def maxwellCount (n N M : ℕ) : ℝ := N * ((n : ℝ) - 1) - n * M
```

A unit vector in R^n has n − 1 angles when n ≥ 1, and the condition L_t = 0 has n components. The Maxwell count subtracts conditions from angles:

D = N(n − 1) − nM.

This is a definition. It estimates the dimension of the set of ground states as if all conditions were independent, and nothing below proves that they are. The number n is a free argument, not tied to the space `E`.

## Completing the square

```lean
omit [Fintype V] in
/-- The squared total spin of a set of sites is the sum of the squared spin lengths
plus the scalar products over ordered pairs of distinct sites. -/
theorem norm_sq_totalSpin (s : Finset V) (S : V → E) :
    ‖totalSpin s S‖ ^ 2 =
      ∑ i ∈ s, ‖S i‖ ^ 2 + ∑ i ∈ s, ∑ j ∈ s.erase i, inner ℝ (S i) (S j) := by
  unfold totalSpin
  rw [← real_inner_self_eq_norm_sq, sum_inner, ← Finset.sum_add_distrib]
  refine Finset.sum_congr rfl fun i hi => ?_
  -- split off the self term `j = i`
  have h := Finset.add_sum_erase s (fun j => inner ℝ (S i) (S j)) hi
  simp only [real_inner_self_eq_norm_sq] at h
  rw [inner_sum]
  exact h.symm
```

This is the first theorem; the text after the last colon of the statement is what is proved, and the lines after `:=` prove it. By hand, expand the square one factor at a time:

‖L‖² = Σ_i S_i·(Σ_j S_j) = Σ_i ‖S_i‖² + Σ_i Σ_{j≠i} S_i·S_j,

with all sums over the given set of sites. The Lean proof does the same. `sum_inner` and `inner_sum` expand the two factors, and `Finset.add_sum_erase` separates the self term j = i from the rest. The spins need not have unit length yet.

```lean
/-- If every site lies in exactly two simplices, summing a site quantity over all simplices
counts each site twice. -/
theorem sum_over_cells {cell : T → Finset V} (h2 : TwoCells cell) (f : V → ℝ) :
    ∑ t, ∑ i ∈ cell t, f i = 2 * ∑ i, f i := by
  have h1 : ∀ t, ∑ i ∈ cell t, f i = ∑ i, if i ∈ cell t then f i else 0 := by
    intro t
    rw [Finset.sum_ite_mem, Finset.univ_inter]
  rw [Finset.sum_congr rfl fun t _ => h1 t, Finset.sum_comm, Finset.mul_sum]
  refine Finset.sum_congr rfl fun i _ => ?_
  rw [← Finset.sum_filter, Finset.sum_const, h2 i, nsmul_eq_mul]
  norm_num
```

Here f assigns a number to each site. Exchange the order of summation:

Σ_t Σ_{i∈t} f_i = Σ_i f_i · (number of simplices containing i) = 2 Σ_i f_i.

In Lean the inner sum is first extended to all sites, with the value 0 outside the simplex. `Finset.sum_comm` then exchanges the sums, and `h2 i` supplies the number 2.

```lean
/-- For unit spins with every site in exactly two simplices, the exchange energy is
`(J/2) ∑ ‖L‖² - J N`. -/
theorem energy_eq_sum_squares (J : ℝ) {cell : T → Finset V} (h2 : TwoCells cell)
    {S : V → E} (hS : ∀ i, ‖S i‖ = 1) :
    energy J cell S =
      J / 2 * ∑ t, ‖totalSpin (cell t) S‖ ^ 2 - J * Fintype.card V := by
  have h1 : ∑ t, ‖totalSpin (cell t) S‖ ^ 2 = ∑ t, ∑ i ∈ cell t, ‖S i‖ ^ 2 +
      ∑ t, ∑ i ∈ cell t, ∑ j ∈ (cell t).erase i, inner ℝ (S i) (S j) := by
    rw [← Finset.sum_add_distrib]
    exact Finset.sum_congr rfl fun t _ => norm_sq_totalSpin _ _
  have h3 : ∑ t, ∑ i ∈ cell t, ‖S i‖ ^ 2 = 2 * ∑ i, ‖S i‖ ^ 2 :=
    sum_over_cells h2 _
  have h4 : ∑ i, ‖S i‖ ^ 2 = (Fintype.card V : ℝ) := by simp [hS]
  unfold energy
  linear_combination (-(J / 2)) * h1 - (J / 2) * h3 - J * h4
```

The hypothesis `hS` says that every spin has length 1. Let B be the triple sum in the energy, so that E = (J/2)B. Summing the expanded square over all simplices, and using the double counting for the self terms, gives

Σ_t ‖L_t‖² = 2N + B.

Solve for B and multiply by J/2:

E = (J/2) Σ_t ‖L_t‖² − JN.

The intermediate facts `h1`, `h3` and `h4` are the expanded square, the double counting, and Σ_i ‖S_i‖² = N. `linear_combination` adds them with the right coefficients. The identity holds for either sign of J.

```lean
/-- For `J > 0` and unit spins with every site in exactly two simplices, the energy is at least
`-J N`, with equality if and only if the total spin of every simplex vanishes. -/
theorem ground_state {J : ℝ} (hJ : 0 < J) {cell : T → Finset V} (h2 : TwoCells cell)
    {S : V → E} (hS : ∀ i, ‖S i‖ = 1) :
    -(J * Fintype.card V) ≤ energy J cell S ∧
      (energy J cell S = -(J * Fintype.card V) ↔ ∀ t, totalSpin (cell t) S = 0) := by
  rw [energy_eq_sum_squares J h2 hS]
  have hnn : 0 ≤ ∑ t, ‖totalSpin (cell t) S‖ ^ 2 :=
    Finset.sum_nonneg fun t _ => sq_nonneg _
  refine ⟨by nlinarith [mul_nonneg hJ.le hnn], fun h => ?_, fun h => by simp [h]⟩
  have h0 : J * ∑ t, ‖totalSpin (cell t) S‖ ^ 2 = 0 := by linarith
  have hsum := (mul_eq_zero.mp h0).resolve_left hJ.ne'
  -- a vanishing sum of squares has vanishing terms
  intro t
  have ht := (Finset.sum_eq_zero_iff_of_nonneg fun t _ => sq_nonneg _).mp hsum t
    (Finset.mem_univ t)
  exact norm_eq_zero.mp (pow_eq_zero_iff two_ne_zero |>.mp ht)
```

The symbol `∧` joins two claims: the bound E ≥ −JN, and the statement that E = −JN if and only if L_t = 0 for every t.

For J > 0 the term (J/2) Σ_t ‖L_t‖² is non-negative, which is the bound. If E = −JN, this term is zero. Dividing by J/2 leaves a sum of squares equal to zero, so each square is zero and each L_t vanishes. Conversely, if all L_t vanish, the identity gives E = −JN at once. The Lean proof follows this order, with `Finset.sum_eq_zero_iff_of_nonneg` for the step from the sum to its terms.

The theorem does not say that a configuration with all L_t = 0 exists. For a simulation of a finite cluster that meets the hypotheses of the theorem (J > 0, classical unit spins, every site in exactly two simplices) and has no energy terms besides this exchange, −JN is a floor below which no computed energy should fall by more than rounding error, and the exact excess above it is (J/2) Σ_t ‖L_t‖².

## Reaching the bound with a colouring

```lean
/-- Suppose every site lies in exactly two simplices and the sites are coloured so that each
simplex has every colour once. Giving the colours unit vectors with zero sum yields a state of
energy `-J N`. -/
theorem coloured_state [Fintype C] [DecidableEq C] (J : ℝ) {cell : T → Finset V}
    (h2 : TwoCells cell) (c : V → C)
    (hc : ∀ t k, ((cell t).filter fun i => c i = k).card = 1)
    {e : C → E} (he : ∀ k, ‖e k‖ = 1) (h0 : ∑ k, e k = 0) :
    energy J cell (fun i => e (c i)) = -(J * Fintype.card V) := by
  have hL : ∀ t, totalSpin (cell t) (fun i => e (c i)) = 0 := by
    intro t
    unfold totalSpin
    -- group the sites of the simplex by colour
    rw [← Finset.sum_fiberwise (cell t) c, ← h0]
    refine Finset.sum_congr rfl fun k _ => ?_
    have hk : ∑ i ∈ (cell t).filter (fun i => c i = k), e (c i) =
        ∑ i ∈ (cell t).filter (fun i => c i = k), e k :=
      Finset.sum_congr rfl fun i hi => by rw [(Finset.mem_filter.mp hi).2]
    rw [hk, Finset.sum_const, hc, one_smul]
  rw [energy_eq_sum_squares J h2 fun i => he (c i)]
  simp [hL]
```

The function `c` gives each site a colour, and `hc` says that each simplex contains each colour exactly once. The function `e` gives each colour k a unit vector e_k, with Σ_k e_k = 0. Site i then carries the spin e_{c(i)}.

In any simplex, grouping the sites by colour turns the total spin into a sum over colours:

L_t = Σ_{i∈t} e_{c(i)} = Σ_k e_k = 0.

`Finset.sum_fiberwise` does the grouping, and the identity for the energy then gives E = −JN. For J > 0 such a state is a ground state, by the preceding theorem. With three colours the vectors can point at 120° to each other; with four they can point to the corners of a regular tetrahedron.

## Counting angles against conditions

```lean
/-- If every site lies in exactly two simplices and every simplex has `q` sites, then `q` times
the number of simplices is `2 N`. -/
theorem card_simplices {cell : T → Finset V} (h2 : TwoCells cell) {q : ℕ}
    (hq : ∀ t, (cell t).card = q) :
    (q : ℝ) * Fintype.card T = 2 * Fintype.card V := by
  have h := sum_over_cells h2 fun _ => (1 : ℝ)
  simp [hq] at h
  linarith
```

Take f_i = 1 in the double counting. If every simplex has q sites, the left side is qM and the right side is 2N, so

qM = 2N.

```lean
/-- With every site in exactly two simplices of `q > 0` sites each, the Maxwell count is
`N (n - 1) - 2 n N / q`; it is `0` for `n = q = 3` (Heisenberg kagome) and `N / 2` for
`n = 3`, `q = 4` (Heisenberg pyrochlore). -/
theorem maxwell_count {cell : T → Finset V} (h2 : TwoCells cell) {q : ℕ} (hq0 : 0 < q)
    (hq : ∀ t, (cell t).card = q) (n : ℕ) :
    maxwellCount n (Fintype.card V) (Fintype.card T) =
        Fintype.card V * ((n : ℝ) - 1) - 2 * n * Fintype.card V / q ∧
      (n = 3 → q = 3 → maxwellCount n (Fintype.card V) (Fintype.card T) = 0) ∧
      (n = 3 → q = 4 → maxwellCount n (Fintype.card V) (Fintype.card T) =
        Fintype.card V / 2) := by
  have hq' : (q : ℝ) ≠ 0 := by exact_mod_cast hq0.ne'
  have hM : (Fintype.card T : ℝ) = 2 * Fintype.card V / q := by
    rw [eq_div_iff hq']
    linarith [card_simplices h2 hq]
  unfold maxwellCount
  rw [hM]
  refine ⟨by ring, ?_, ?_⟩
  · rintro rfl rfl
    push_cast
    ring
  · rintro rfl rfl
    push_cast
    ring
```

For q > 0 this gives M = 2N/q, and the count becomes

D = N(n − 1) − 2nN/q.

Heisenberg spins have n = 3. On triangles, q = 3 and D = 2N − 2N = 0, the kagome value. On tetrahedra, q = 4 and D = 2N − 3N/2 = N/2, the pyrochlore value. In Lean, `hM` is the formula for M, and `ring` does the remaining algebra.

The smallest simplex that contains a bond has q = 2. Take a ring of N ≥ 3 sites whose simplices are its nearest-neighbour bonds; this example is worked by hand and not proved in Lean. The condition L_t = 0 makes neighbouring spins opposite. An even ring satisfies it with alternating spins, so for J > 0 the lowest energy is −JN. On an odd ring, going round once would make a spin equal to its own negative, so the bound is not reached. The count is D = N(n − 1) − nN = −N in both cases, although the even ring does have states with every L_t = 0. The conditions there are not independent, and D is not the dimension of the set of ground states.

## Ising spins on triangles

```lean
/-- Ising spins `±1` with `J ≥ 0`, every site in exactly two triangles, have energy at least
`-(2/3) J N`. -/
theorem ising_triangles {J : ℝ} (hJ : 0 ≤ J) {cell : T → Finset V} (h2 : TwoCells cell)
    (h3 : ∀ t, (cell t).card = 3) {S : V → ℝ} (hS : ∀ i, ‖S i‖ = 1) :
    -(2 / 3 * J * Fintype.card V) ≤ energy J cell S := by
  have hpm : ∀ i, S i = 1 ∨ S i = -1 := fun i =>
    eq_or_eq_neg_of_abs_eq (by rw [← Real.norm_eq_abs, hS i])
  -- three signs never cancel
  have hL : ∀ t, 1 ≤ ‖totalSpin (cell t) S‖ ^ 2 := by
    intro t
    obtain ⟨a, b, c, hab, hac, hbc, hs⟩ := Finset.card_eq_three.mp (h3 t)
    have hsum : totalSpin (cell t) S = S a + (S b + S c) := by
      unfold totalSpin
      rw [hs, Finset.sum_insert (by simp [hab, hac]), Finset.sum_pair hbc]
    rw [hsum, Real.norm_eq_abs, sq_abs]
    rcases hpm a with ha | ha <;> rcases hpm b with hb | hb <;>
      rcases hpm c with hc | hc <;> rw [ha, hb, hc] <;> norm_num
  have hsum : (Fintype.card T : ℝ) ≤ ∑ t, ‖totalSpin (cell t) S‖ ^ 2 := by
    calc (Fintype.card T : ℝ) = ∑ _t : T, (1 : ℝ) := by simp
      _ ≤ _ := Finset.sum_le_sum fun t _ => hL t
  have hM := card_simplices h2 h3
  push_cast at hM
  have hT : (Fintype.card T : ℝ) = 2 / 3 * Fintype.card V := by linarith
  rw [hT] at hsum
  rw [energy_eq_sum_squares J h2 hS]
  linarith [mul_le_mul_of_nonneg_left hsum hJ]
```

Now the spin space is the real line, so a unit spin is +1 or −1. The sum of three signs is ±1 or ±3, never 0, and therefore L_t² ≥ 1 for every triangle. With M = 2N/3,

E ≥ (J/2)(2N/3) − JN = −(2/3)JN.

For J > 0 and at least one site, this lies strictly above −JN, so Ising spins on triangles cannot reach the general bound. The proof names the three sites a, b and c, checks all eight sign choices with `rcases`, and sums the result over the triangles. The theorem gives a lower bound and does not claim that it is attained.

## Four triangles on an octahedron

```lean
/-- Four alternate faces of an octahedron, as triangles on its six vertices. -/
def octahedron : Fin 4 → Finset (Fin 6) :=
  ![{0, 1, 2}, {0, 3, 4}, {1, 3, 5}, {2, 4, 5}]
```

`Fin 6` is the set {0, 1, 2, 3, 4, 5}, here the vertices of an octahedron. The four triangles are alternate faces: any two of them meet in one vertex, and each of the twelve edges belongs to exactly one of them.

```lean
/-- Three planar unit vectors at 120 degrees to each other. -/
def triad : Fin 3 → EuclideanSpace ℝ (Fin 2) :=
  ![!₂[1, 0], !₂[-1 / 2, √3 / 2], !₂[-1 / 2, -(√3 / 2)]]
```

These are the vectors (1, 0), (−1/2, √3/2) and (−1/2, −√3/2) in the plane. Each has length 1, and their sum is zero. The notation `!₂[...]` writes a vector of Euclidean space by its components.

```lean
/-- On four alternate faces of the octahedron every site lies in exactly two triangles, and
the 120-degree unit spins, equal on opposite vertices, have energy `-6 J`. -/
theorem octahedron_witness (J : ℝ) :
    TwoCells octahedron ∧ (∀ t, (octahedron t).card = 3) ∧ (∀ k, ‖triad k‖ = 1) ∧
      energy J octahedron (fun i => triad ((![0, 1, 2, 2, 1, 0] : Fin 6 → Fin 3) i)) =
        -(6 * J) := by
  have h2 : TwoCells octahedron := by
    unfold TwoCells octahedron
    decide
  have hu : ∀ k, ‖triad k‖ = 1 := by
    intro k
    rw [EuclideanSpace.norm_eq, Real.sqrt_eq_one]
    fin_cases k <;> simp [triad, Fin.sum_univ_two, div_pow] <;> norm_num
  have h0 : ∑ k, triad k = 0 := by
    ext i
    fin_cases i <;> simp [triad, Fin.sum_univ_three]
    ring
  refine ⟨h2, by unfold octahedron; decide, hu, ?_⟩
  rw [coloured_state J h2 _ (by unfold octahedron; decide) hu h0, Fintype.card_fin]
  push_cast
  ring

end

end CornerSharingMagnet
```

The list `![0, 1, 2, 2, 1, 0]` colours the vertices, with opposite vertices (0 and 5, 1 and 4, 2 and 3) sharing a colour. The theorem collects four facts: each site lies in two triangles, each triangle has three sites, the vectors have unit length, and the energy is −6J.

The energy can be confirmed bond by bond. Each of the twelve edges joins two spins at 120°, whose scalar product is −1/2, so

E = 12 · J · (−1/2) = −6J = −JN with N = 6.

In Lean, `decide` checks the finite statements about sites and colours by going through the cases. The lengths and the zero sum are computed component by component, and `coloured_state` then gives the energy. For J > 0 this is a concrete cluster on which the bound −JN is attained.

```lean
#print axioms CornerSharingMagnet.energy_eq_sum_squares
-- 'CornerSharingMagnet.energy_eq_sum_squares' depends on axioms: [propext, Classical.choice, Quot.sound]
#print axioms CornerSharingMagnet.ground_state
-- 'CornerSharingMagnet.ground_state' depends on axioms: [propext, Classical.choice, Quot.sound]
#print axioms CornerSharingMagnet.maxwell_count
-- 'CornerSharingMagnet.maxwell_count' depends on axioms: [propext, Classical.choice, Quot.sound]
#print axioms CornerSharingMagnet.ising_triangles
-- 'CornerSharingMagnet.ising_triangles' depends on axioms: [propext, Classical.choice, Quot.sound]
```
